# An extinct reflection has no first-order intensity response to atomic displacements

**Q:** You keep the form factors fixed while the atoms move. Real atoms deform their charge clouds. What is left of the physics?

**A:** The geometric part. Each atom \(j\) carries a constant complex form factor \(f_j\) and moves on a straight line from \(r_j\) to \(r_j+t\,u_j\), with real \(t\), while the scattering vector \(G\) stays fixed. So charge deformation and cell strain are left out, as are thermal averaging and multiple scattering.

```lean
import Mathlib

open Filter Topology

namespace ExtinctReflection

noncomputable section

variable {V ι : Type*} [NormedAddCommGroup V] [InnerProductSpace ℝ V] [Fintype ι]
```

Positions, displacements and \(G\) live in a real inner product space `V`, and the finite type `ι` labels the atoms. `V` may be ordinary space, and \(G\) need not be a reciprocal lattice vector.

**Q:** Which quantities do you then define?

**A:** The structure factor along the path, with any factor \(2\pi\) contained in \(G\), is
\[ S(t)=\sum_j f_j e^{-iG\cdot(r_j+t u_j)}. \]
In Lean, `inner ℝ G (x j)` is the dot product.

```lean
/-- The structure factor `∑ f_j exp(-i G·x_j)` of atoms at positions `x_j` with complex
form factors `f_j`. -/
def structureFactor (f : ι → ℂ) (G : V) (x : ι → V) : ℂ :=
  ∑ j, f j * Complex.exp (-Complex.I * ((inner ℝ G (x j) : ℝ) : ℂ))
```

The second is the response amplitude
\[ D=\sum_j f_j\,(G\cdot u_j)\,e^{-iG\cdot r_j}. \]

```lean
/-- The response amplitude `∑ f_j (G·u_j) exp(-i G·r_j)` of atoms at `r_j` to the
displacement pattern `u_j`. -/
def displacementResponse (f : ι → ℂ) (G : V) (r u : ι → V) : ℂ :=
  ∑ j, f j * ((inner ℝ G (u j) : ℝ) : ℂ) *
    Complex.exp (-Complex.I * ((inner ℝ G (r j) : ℝ) : ℂ))
```

**Q:** Why should \(D\) govern the response?

**A:** Each term of \(S\) has derivative \(-i(G\cdot u_j)f_j e^{-iG\cdot r_j}\) at \(t=0\), so \(S'(0)=-iD\). In the proof, `phase` is this chain rule for one atom, and `HasDerivAt.fun_sum` adds the atoms.

```lean
/-- When the atoms move along `r_j + t u_j`, the structure factor changes at `t = 0` at the
rate `-i` times the response amplitude. -/
theorem hasDerivAt_structureFactor (f : ι → ℂ) (G : V) (r u : ι → V) :
    HasDerivAt (fun t : ℝ => structureFactor f G (fun j => r j + t • u j))
      (-Complex.I * displacementResponse f G r u) 0 := by
  -- the phase of a single atom
  have phase : ∀ j, HasDerivAt
      (fun t : ℝ => f j * Complex.exp (-Complex.I * ((inner ℝ G (r j + t • u j) : ℝ) : ℂ)))
      (-Complex.I * (f j * ((inner ℝ G (u j) : ℝ) : ℂ) *
        Complex.exp (-Complex.I * ((inner ℝ G (r j) : ℝ) : ℂ)))) 0 := by
    intro j
    have h : HasDerivAt (fun t : ℝ => (inner ℝ G (r j + t • u j) : ℝ))
        (inner ℝ G (u j)) 0 := by
      simp only [inner_add_right, real_inner_smul_right]
      exact HasDerivAt.congr_deriv
        (((hasDerivAt_id' (0 : ℝ)).mul_const _).const_add _) (one_mul _)
    refine ((h.ofReal_comp.const_mul (-Complex.I)).cexp.const_mul (f j)).congr_deriv ?_
    simp only [zero_smul, add_zero]
    ring
  unfold structureFactor displacementResponse
  rw [Finset.mul_sum]
  exact HasDerivAt.fun_sum fun j _ => phase j
```

**Q:** That is a first-order change. Where does second order come from?

**A:** From squaring, since the intensity is \(|S(t)|^2\) up to a constant factor, which is dropped here. Extinction means \(S(0)=0\), the hypothesis `hS`, so
\[ \frac{S(t)}{t}=\frac{S(t)-S(0)}{t}\to -iD,\qquad \frac{|S(t)|^2}{t^2}\to|D|^2. \]
The amplitude may be linear in \(t\); the intensity has no linear term. If \(D=0\), the intensity vanishes faster than \(t^2\).

The filter `𝓝[≠] 0` says that \(t\) approaches zero without equalling it. The proof rewrites the derivative as a limit of difference quotients, takes squared norms, and uses `h0` to remove \(S(0)\).

```lean
/-- For an extinct reflection, the intensity divided by `t²` tends to the squared modulus of
the response amplitude as the displacement parameter `t` tends to zero. -/
theorem extinct_intensity_quadratic (f : ι → ℂ) (G : V) (r u : ι → V)
    (hS : structureFactor f G r = 0) :
    Tendsto (fun t : ℝ => ‖structureFactor f G (fun j => r j + t • u j)‖ ^ 2 / t ^ 2)
      (𝓝[≠] 0) (𝓝 (‖displacementResponse f G r u‖ ^ 2)) := by
  have h := hasDerivAt_iff_tendsto_slope_zero.mp (hasDerivAt_structureFactor f G r u)
  have hlim : ‖-Complex.I * displacementResponse f G r u‖ ^ 2
      = ‖displacementResponse f G r u‖ ^ 2 := by
    rw [norm_mul, norm_neg, Complex.norm_I, one_mul]
  have h0 : structureFactor f G (fun j => r j + (0 : ℝ) • u j) = 0 := by
    simpa using hS
  rw [← hlim]
  -- extinction reduces the difference quotient to S(t)/t
  refine (h.norm.pow 2).congr fun t => ?_
  simp only [zero_add, h0, sub_zero, norm_smul, norm_inv, Real.norm_eq_abs, mul_pow,
    inv_pow, sq_abs]
  ring
```

**Q:** Could \(|S(t)|^2/t^2\) also have a finite limit for a reflection that isn't extinct?

**A:** No. Suppose \(|S(t)|^2/t^2\to L\) with \(L\) finite. Multiplying by \(t^2\) gives \(|S(t)|^2\to L\cdot 0=0\), which is `hp`. Continuity gives \(|S(t)|^2\to|S(0)|^2\), which is `hc`. Limits are unique, so \(S(0)=0\). The absence of a linear term alone would not be enough: two equal atoms that scatter in phase give \(|S(t)|^2=4|a|^2\cos^2\bigl(t\,G\cdot(u_1-u_0)/2\bigr)\), with \(a\) their form factor, which has no linear term although the reflection is not extinct.

```lean
/-- Conversely, if the intensity divided by `t²` has a finite limit as `t` tends to zero,
then the reflection is extinct at `t = 0`. -/
theorem extinct_of_quadratic (f : ι → ℂ) (G : V) (r u : ι → V) (L : ℝ)
    (h : Tendsto (fun t : ℝ => ‖structureFactor f G (fun j => r j + t • u j)‖ ^ 2 / t ^ 2)
      (𝓝[≠] 0) (𝓝 L)) :
    structureFactor f G r = 0 := by
  have hc := ((hasDerivAt_structureFactor f G r u).continuousAt.tendsto.mono_left
    (nhdsWithin_le_nhds (s := {0}ᶜ))).norm.pow 2
  have h2 : Tendsto (fun t : ℝ => t ^ 2) (𝓝[≠] 0) (𝓝 ((0 : ℝ) ^ 2)) :=
    ((continuous_pow 2).tendsto 0).mono_left nhdsWithin_le_nhds
  rw [zero_pow two_ne_zero] at h2
  -- multiplying the quotient by t² shows that the intensity itself tends to zero
  have hp : Tendsto (fun t : ℝ => ‖structureFactor f G (fun j => r j + t • u j)‖ ^ 2)
      (𝓝[≠] 0) (𝓝 (L * 0)) := by
    refine (h.mul h2).congr' ?_
    filter_upwards [self_mem_nhdsWithin] with t ht
    have ht' : t ≠ 0 := ht
    field_simp
  have heq := tendsto_nhds_unique hc hp
  simpa using heq
```

**Q:** A limit says nothing about a displacement of definite size.

**A:** A bound does, for every \(t\). Subtracting \(S(0)=0\) atom by atom (`hsplit`) gives
\[ S(t)=\sum_j f_j e^{-iG\cdot r_j}\left(e^{-itG\cdot u_j}-1\right). \]
Since \(|e^{i\theta}-1|\le|\theta|\) for real \(\theta\), the triangle inequality yields `hamp`, and squaring finishes:
\[ |S(t)|\le|t|\sum_j|f_j|\,|G\cdot u_j|. \]

```lean
/-- For an extinct reflection and every `t`, the intensity is at most
`t² (∑ |f_j| |G·u_j|)²`. -/
theorem extinct_intensity_le (f : ι → ℂ) (G : V) (r u : ι → V)
    (hS : structureFactor f G r = 0) (t : ℝ) :
    ‖structureFactor f G (fun j => r j + t • u j)‖ ^ 2
      ≤ t ^ 2 * (∑ j, ‖f j‖ * |inner ℝ G (u j)|) ^ 2 := by
  -- subtract the vanishing S(0) atom by atom
  have hsplit : structureFactor f G (fun j => r j + t • u j)
      = ∑ j, f j * Complex.exp (-Complex.I * ((inner ℝ G (r j) : ℝ) : ℂ)) *
        (Complex.exp (Complex.I * ((-(t * inner ℝ G (u j)) : ℝ) : ℂ)) - 1) := by
    rw [← sub_zero (structureFactor f G (fun j => r j + t • u j)), ← hS]
    unfold structureFactor
    rw [← Finset.sum_sub_distrib]
    refine Finset.sum_congr rfl fun j _ => ?_
    have he : Complex.exp (-Complex.I * ((inner ℝ G (r j + t • u j) : ℝ) : ℂ))
        = Complex.exp (-Complex.I * ((inner ℝ G (r j) : ℝ) : ℂ)) *
          Complex.exp (Complex.I * ((-(t * inner ℝ G (u j)) : ℝ) : ℂ)) := by
      rw [← Complex.exp_add, inner_add_right, real_inner_smul_right]
      congr 1
      push_cast
      ring
    rw [he]
    ring
  have hamp : ‖structureFactor f G (fun j => r j + t • u j)‖
      ≤ |t| * ∑ j, ‖f j‖ * |inner ℝ G (u j)| := by
    rw [hsplit, Finset.mul_sum]
    refine norm_sum_le_of_le _ fun j _ => ?_
    have h1 : ‖Complex.exp (-Complex.I * ((inner ℝ G (r j) : ℝ) : ℂ))‖ = 1 := by
      rw [Complex.norm_exp]
      simp
    have h2 := Real.norm_exp_I_mul_ofReal_sub_one_le (x := -(t * inner ℝ G (u j)))
    rw [Real.norm_eq_abs, abs_neg, abs_mul] at h2
    rw [norm_mul, norm_mul, h1, mul_one]
    exact (mul_le_mul_of_nonneg_left h2 (norm_nonneg (f j))).trans_eq (by ring)
  exact (pow_le_pow_left₀ (norm_nonneg _) hamp 2).trans_eq (by rw [mul_pow, sq_abs])
```

**Q:** Moving the whole crystal should do nothing at all.

**A:** It does nothing here either. If \(G\cdot u_j=c\) for all \(j\), a common phase factors out: \(S(t)=e^{-itc}S(0)=0\). Equal \(u_j\) are a special case, because only the component along \(G\) matters.

```lean
/-- If all atoms are displaced by the same amount along `G`, in particular if all `u_j` are
equal, an extinct reflection stays extinct for every `t`. -/
theorem extinct_of_uniform (f : ι → ℂ) (G : V) (r u : ι → V) (c : ℝ)
    (hS : structureFactor f G r = 0) (hu : ∀ j, inner ℝ G (u j) = c) (t : ℝ) :
    structureFactor f G (fun j => r j + t • u j) = 0 := by
  have h : structureFactor f G (fun j => r j + t • u j)
      = Complex.exp (-Complex.I * ((t * c : ℝ) : ℂ)) * structureFactor f G r := by
    unfold structureFactor
    rw [Finset.mul_sum]
    refine Finset.sum_congr rfl fun j _ => ?_
    rw [inner_add_right, real_inner_smul_right, hu j, Complex.ofReal_add, mul_add,
      Complex.exp_add]
    ring
  rw [h, hS, mul_zero]
```

Likewise, adding a common \(v\) to all \(u_j\) changes \(D\) by \((G\cdot v)S(0)=0\), so the choice of origin for the displacements is immaterial.

```lean
/-- For an extinct reflection, adding a common displacement `v` to all atoms does not change
the response amplitude. -/
theorem response_add_uniform (f : ι → ℂ) (G : V) (r u : ι → V) (v : V)
    (hS : structureFactor f G r = 0) :
    displacementResponse f G r (fun j => u j + v) = displacementResponse f G r u := by
  have h : displacementResponse f G r (fun j => u j + v)
      = displacementResponse f G r u
        + ((inner ℝ G v : ℝ) : ℂ) * structureFactor f G r := by
    unfold displacementResponse structureFactor
    rw [Finset.mul_sum, ← Finset.sum_add_distrib]
    refine Finset.sum_congr rfl fun j _ => ?_
    rw [inner_add_right, Complex.ofReal_add]
    ring
  rw [h, hS, mul_zero, add_zero]
```

**Q:** Show me a case where the quadratic term is really there.

**A:** Take two atoms with equal form factor \(a\) and \(G\cdot r_1=G\cdot r_0+(2n+1)\pi\), \(n\) an integer. Then \(e^{-iG\cdot r_1}=-e^{-iG\cdot r_0}\), which is `hphase`. The two terms of \(S(0)\) cancel, and `hresp` is
\[ D=-a\,G\cdot(u_1-u_0)\,e^{-iG\cdot r_0}. \]
The limit is therefore \(|a|^2\,(G\cdot(u_1-u_0))^2\), nonzero whenever \(a\ne0\) and the relative displacement has a component along \(G\).

```lean
/-- Two atoms with equal form factor `a` whose phases `G·r_j` differ by an odd multiple of `π` give
an extinct reflection. When the atoms move along `r_j + t u_j`, the intensity divided by `t²` tends,
as `t` tends to zero, to `|a|² (G·(u_1 - u_0))²`. -/
theorem two_atom_extinction (a : ℂ) (G : V) (r u : Fin 2 → V) (n : ℤ)
    (h : inner ℝ G (r 1) = inner ℝ G (r 0) + (2 * (n : ℝ) + 1) * Real.pi) :
    structureFactor (fun _ => a) G r = 0 ∧
    Tendsto (fun t : ℝ =>
        ‖structureFactor (fun _ => a) G (fun j => r j + t • u j)‖ ^ 2 / t ^ 2)
      (𝓝[≠] 0) (𝓝 (‖a‖ ^ 2 * (inner ℝ G (u 1 - u 0)) ^ 2)) := by
  -- the two atoms scatter in antiphase
  have hphase : Complex.exp (-Complex.I * ((inner ℝ G (r 1) : ℝ) : ℂ))
      = -Complex.exp (-Complex.I * ((inner ℝ G (r 0) : ℝ) : ℂ)) := by
    have e : -Complex.I * ((inner ℝ G (r 1) : ℝ) : ℂ)
        = -Complex.I * ((inner ℝ G (r 0) : ℝ) : ℂ)
          + (((-(n + 1) : ℤ) : ℂ) * (2 * Real.pi * Complex.I) + Real.pi * Complex.I) := by
      rw [h]
      push_cast
      ring
    rw [e, Complex.exp_add, Complex.exp_add, Complex.exp_int_mul_two_pi_mul_I,
      Complex.exp_pi_mul_I]
    ring
  have hS : structureFactor (fun _ => a) G r = 0 := by
    unfold structureFactor
    rw [Fin.sum_univ_two, hphase]
    ring
  have hresp : displacementResponse (fun _ => a) G r u
      = -(a * ((inner ℝ G (u 1 - u 0) : ℝ) : ℂ) *
        Complex.exp (-Complex.I * ((inner ℝ G (r 0) : ℝ) : ℂ))) := by
    unfold displacementResponse
    rw [Fin.sum_univ_two, hphase, inner_sub_right, Complex.ofReal_sub]
    ring
  have hE : ‖Complex.exp (-Complex.I * ((inner ℝ G (r 0) : ℝ) : ℂ))‖ = 1 := by
    rw [Complex.norm_exp]
    simp
  have hn : ‖displacementResponse (fun _ => a) G r u‖ ^ 2
      = ‖a‖ ^ 2 * (inner ℝ G (u 1 - u 0)) ^ 2 := by
    rw [hresp, norm_neg, norm_mul, norm_mul, hE, mul_one, mul_pow, Complex.norm_real,
      Real.norm_eq_abs, sq_abs]
  refine ⟨hS, ?_⟩
  rw [← hn]
  exact extinct_intensity_quadratic _ G r u hS

end

end ExtinctReflection
```

```lean
#print axioms ExtinctReflection.extinct_intensity_quadratic
#print axioms ExtinctReflection.extinct_of_uniform
#print axioms ExtinctReflection.response_add_uniform
#print axioms ExtinctReflection.two_atom_extinction
```

```
'ExtinctReflection.extinct_intensity_quadratic' depends on axioms: [propext, Classical.choice, Quot.sound]
'ExtinctReflection.extinct_of_uniform' depends on axioms: [propext, Classical.choice, Quot.sound]
'ExtinctReflection.response_add_uniform' depends on axioms: [propext, Classical.choice, Quot.sound]
'ExtinctReflection.two_atom_extinction' depends on axioms: [propext, Classical.choice, Quot.sound]
```

**Q:** Where would I meet this in a plane-wave calculation?

**A:** In the local ionic pseudopotential, whose Fourier component at a reciprocal lattice vector \(G\) is such a sum over the ions of one cell, with \(f_j\) now the Fourier transform at \(G\) of the local pseudopotential of ion \(j\), centred at the origin, divided by the cell volume. With each ionic potential moving rigidly with its ion, and before the electrons respond, a frozen-phonon displacement changes an extinct component by \(-itD\) to first order in \(t\).

Take a body-centred crystal in its cubic cell of edge \(\ell\), with atoms at the corner and the centre and \(G=(2\pi/\ell)(1,0,0)\). The phases differ by \(\pi\). Shifting the central atom of every cell by \(t\) along \(x\) gives
\[ |S(t)|^2=4|a|^2\sin^2(\pi t/\ell)\approx|a|^2\,(2\pi/\ell)^2\,t^2, \]
in agreement with the two-atom limit.
